# Energy conservation and a minimum width for variational Gaussian packets in nonnegative polynomial potentials

The potential $V$ is taken to be a real polynomial in one variable, and its average over a normal law of mean $q$ and standard deviation $w$ is defined as the average of $V(q+wx)$ over a standard normal variable $x$. The centre and width of the packet then sit inside the polynomial, while the weight $e^{-x^2/2}$ stays fixed as the packet moves. Time derivatives of averages thereby become a matter of algebra and induction. The price is that Coulomb, Morse and Lennard-Jones potentials are not covered.

The packet is a one-dimensional Gaussian wavefunction with four real parameters: the centre $q$, the momentum $p$, the width $w>0$ of the position density, and a width momentum $u$ that describes spreading or contraction. With mass $m$ and reduced Planck constant $\hbar$, it is proportional to

$$\exp\!\left[-\frac{(x-q)^2}{4w^2}+\frac{i}{\hbar}\left(p(x-q)+\frac{u}{2w}(x-q)^2\right)\right].$$

This wavefunction motivates the equations below. The file starts from the equations themselves and does not derive them from the time-dependent variational principle.

```lean
import Mathlib

open MeasureTheory Polynomial

noncomputable section

namespace VariationalGaussian
```

## Averages over the packet

For a polynomial $P$, write the standard Gaussian mean as

$$\mu(P)=\frac{1}{\sqrt{2\pi}}\int_{-\infty}^{\infty}P(x)\,e^{-x^2/2}\,dx .$$

In Lean, `ℝ[X]` is the type of real polynomials and `P.eval x` is the value $P(x)$.

```lean
/-- The average of a polynomial over the standard normal law. -/
def stdMean (P : ℝ[X]) : ℝ :=
  (Real.sqrt (2 * Real.pi))⁻¹ * ∫ x : ℝ, P.eval x * Real.exp (-(1 / 2) * x ^ 2)
```

The average over the packet is $\langle V\rangle=\mu\big(V(q+wX)\big)$, where $X$ is the polynomial variable. For $w>0$, the substitution $y=q+wx$ turns this into the familiar form

$$\langle V\rangle=\frac{1}{w\sqrt{2\pi}}\int_{-\infty}^{\infty}V(y)\,e^{-(y-q)^2/(2w^2)}\,dy .$$

The code uses the first form throughout. There `V.comp` is composition of polynomials, and `C q` is the number $q$ read as a constant polynomial.

```lean
/-- The average of `V` over the normal law of mean `q` and deviation `w`, written as the
average of `V (q + w x)` over a standard normal variable `x`. -/
def gaussAvg (V : ℝ[X]) (q w : ℝ) : ℝ := stdMean (V.comp (C q + C w * X))
```

## Energy and equations of motion

The phase of the wavefunction gives a local momentum $p+u(x-q)/w$, whose mean square is $p^2+u^2$. The curvature of the envelope adds $\hbar^2/(4w^2)$ to the mean square momentum. The expected energy is therefore

$$E=\frac{p^2+u^2}{2m}+\frac{\hbar^2}{8mw^2}+\langle V\rangle .$$

The middle term is the kinetic cost of localisation, and it produces the width bound.

```lean
/-- The energy of a Gaussian packet with centre `q`, momentum `p`, width `w` and
width momentum `u`. -/
def energy (V : ℝ[X]) (m hbar q p w u : ℝ) : ℝ :=
  (p ^ 2 + u ^ 2) / (2 * m) + hbar ^ 2 / (8 * m * w ^ 2) + gaussAvg V q w
```

The equations of motion are Hamilton's equations for $E$, with the conjugate pairs $(q,p)$ and $(w,u)$:

$$\dot q=\frac pm,\qquad \dot p=-\langle V'\rangle,\qquad \dot w=\frac um,\qquad \dot u=\frac{\hbar^2}{4mw^3}-w\langle V''\rangle .$$

The structure `IsSolution` records them on an open time interval $(a,b)$, together with $w(t)>0$. Each `HasDerivAt` says both that the function is differentiable at $t$ and what its derivative is. Positivity of the width is part of what a solution means here; for $V\ge0$, the later bound sharpens it to a fixed positive lower limit. Existence of solutions, and their continuation beyond $(a,b)$, are not addressed.

```lean
/-- The variational equations of motion of a Gaussian packet on the time interval `(a, b)`. -/
structure IsSolution (V : ℝ[X]) (m hbar a b : ℝ) (q p w u : ℝ → ℝ) : Prop where
  width_pos : ∀ t ∈ Set.Ioo a b, 0 < w t
  centre : ∀ t ∈ Set.Ioo a b, HasDerivAt q (p t / m) t
  momentum : ∀ t ∈ Set.Ioo a b, HasDerivAt p (-gaussAvg (derivative V) (q t) (w t)) t
  width : ∀ t ∈ Set.Ioo a b, HasDerivAt w (u t / m) t
  width_momentum : ∀ t ∈ Set.Ioo a b, HasDerivAt u
    (hbar ^ 2 / (4 * m * w t ^ 3) - w t * gaussAvg (derivative (derivative V)) (q t) (w t)) t
```

## Gaussian integrals of polynomials

Every integral in the argument converges. Since $|x|^n e^{-x^2/4}$ is bounded by some constant $c_n$, we have $|x^n e^{-x^2/2}|\le c_n e^{-x^2/4}$, which is integrable. Sums and multiples then give all polynomials. The Lean induction has the same two cases, sums and monomials, with the monomial case supplied by a Mathlib lemma on powers times Gaussians.

```lean
/-- Every polynomial is integrable against the Gaussian weight. -/
theorem integrable_poly (P : ℝ[X]) :
    Integrable (fun x : ℝ => P.eval x * Real.exp (-(1 / 2) * x ^ 2)) := by
  induction P using Polynomial.induction_on' with
  | add P Q hP hQ =>
    refine (hP.add hQ).congr (.of_forall fun x => ?_)
    simp only [Pi.add_apply, eval_add]
    ring
  | monomial n a =>
    have hn : (0 : ℝ) ≤ n := Nat.cast_nonneg n
    have h := (integrable_rpow_mul_exp_neg_mul_sq (b := 1 / 2) (by norm_num)
      (s := (n : ℝ)) (by linarith)).const_mul a
    refine h.congr (.of_forall fun x => ?_)
    simp only [eval_monomial, Real.rpow_natCast]
    ring
```

Integrability allows the integral of a sum to be split, so for real $a$ and $b$

$$\mu(aP+bQ)=a\,\mu(P)+b\,\mu(Q).$$

```lean
/-- The standard Gaussian average is linear. -/
theorem stdMean_linear (a b : ℝ) (P Q : ℝ[X]) :
    stdMean (C a * P + C b * Q) = a * stdMean P + b * stdMean Q := by
  simp only [stdMean, eval_add, eval_mul, eval_C, add_mul, mul_assoc]
  rw [integral_add ((integrable_poly P).const_mul a) ((integrable_poly Q).const_mul b),
    integral_const_mul, integral_const_mul]
  ring
```

Integration by parts starts from the product rule:

$$\frac{d}{dx}\Big(P(x)e^{-x^2/2}\Big)=\big(P'(x)-xP(x)\big)e^{-x^2/2}.$$

Both the function being differentiated and its derivative are integrable, so the integral of the derivative over the line vanishes. Hence $\mu(P'-XP)=0$, and linearity gives

$$\mu(XP)=\mu(P').$$

In the proof, `hder` is the product rule, `h` the vanishing integral and `h0` the resulting identity for $\mu$.

```lean
/-- Gaussian integration by parts: the average of `x P(x)` is the average of `P'(x)`. -/
theorem stdMean_X_mul (P : ℝ[X]) : stdMean (X * P) = stdMean (derivative P) := by
  have hder : ∀ x : ℝ, HasDerivAt (fun x : ℝ => P.eval x * Real.exp (-(1 / 2) * x ^ 2))
      ((derivative P - X * P).eval x * Real.exp (-(1 / 2) * x ^ 2)) x := by
    intro x
    have he : HasDerivAt (fun x : ℝ => Real.exp (-(1 / 2) * x ^ 2))
        (Real.exp (-(1 / 2) * x ^ 2) * (-(1 / 2) * (2 * x))) x :=
      ((hasDerivAt_pow 2 x).const_mul (-(1 / 2) : ℝ)).exp.congr_deriv (by norm_num)
    refine ((P.hasDerivAt x).fun_mul he).congr_deriv ?_
    simp only [eval_sub, eval_mul, eval_X]
    ring
  -- the integral of a total derivative vanishes
  have h := integral_eq_zero_of_hasDerivAt_of_integrable hder
    (integrable_poly _) (integrable_poly _)
  have h0 : stdMean (derivative P - X * P) = 0 := by
    simp only [stdMean]
    rw [h, mul_zero]
  have h1 := stdMean_linear 1 1 (derivative P - X * P) (X * P)
  rw [C_1, one_mul, one_mul, sub_add_cancel, h0] at h1
  linarith
```

## The mean potential along a moving packet

Let $q$ and $w$ depend on time $s$, and put $L=q+wX$, so that $\dot L=\dot q+\dot wX$. For any fixed polynomial $R$, the rule to be shown is

$$\frac{d}{ds}\,\mu\big(V(L)R\big)=\mu\big(V'(L)\,\dot L\,R\big).$$

Instead of differentiating under the integral sign, one can use induction on $V$. For a constant $V$ both sides are zero, and sums follow from linearity. Now suppose that the rule holds for $W$ and every $R$, and consider $V=WX$. Then

$$\mu\big(W(L)\,L\,R\big)=q\,\mu\big(W(L)R\big)+w\,\mu\big(W(L)XR\big).$$

The ordinary product rule, with the induction hypothesis applied to $R$ and to $XR$, gives the derivative

$$\dot q\,\mu\big(W(L)R\big)+q\,\mu\big(W'(L)\dot LR\big)+\dot w\,\mu\big(W(L)XR\big)+w\,\mu\big(W'(L)\dot LXR\big).$$

The first and third terms combine to $\mu(W(L)\dot LR)$, the second and fourth to $\mu(W'(L)L\dot LR)$. Together they are

$$\mu\big([W(L)+L\,W'(L)]\,\dot L\,R\big),$$

which is the claim, because $(WX)'=W+XW'$.

The extra factor $R$ is there so that the hypothesis can be applied to $XR$; in the code this is `ih (X * R)`. The Lean variables `q'` and `w'` stand for the time derivatives $\dot q$ and $\dot w$ at the instant $t$.

```lean
/-- Chain rule for the average of `V (q + w x) R(x)` when `q` and `w` move in time. -/
theorem hasDerivAt_stdMean {q w : ℝ → ℝ} {q' w' t : ℝ} (hq : HasDerivAt q q' t)
    (hw : HasDerivAt w w' t) (V : ℝ[X]) : ∀ R : ℝ[X],
    HasDerivAt (fun s => stdMean (V.comp (C (q s) + C (w s) * X) * R))
      (stdMean ((derivative V).comp (C (q t) + C (w t) * X) * (C q' + C w' * X) * R)) t := by
  have A : ∀ P Q, stdMean (P + Q) = stdMean P + stdMean Q := fun P Q => by
    simpa only [C_1, one_mul] using stdMean_linear 1 1 P Q
  induction V using Polynomial.induction_on with
  | C a =>
    intro R
    have h0 : stdMean 0 = 0 := by simp [stdMean]
    simp only [C_comp, derivative_C, zero_comp, zero_mul, h0]
    exact hasDerivAt_const t _
  | add P Q hP hQ =>
    intro R
    refine (((hP R).fun_add (hQ R)).congr_of_eventuallyEq
      (.of_forall fun s => ?_)).congr_deriv ?_
    · try dsimp only
      rw [← A, add_comp, add_mul]
    · rw [← A, derivative_add, add_comp]
      congr 1
      ring
  | monomial n a ih =>
    intro R
    -- one more factor `q + w x`: use the product rule
    have h := (hq.fun_mul (ih R)).fun_add (hw.fun_mul (ih (X * R)))
    have hV : (C a * X ^ (n + 1) : ℝ[X]) = (C a * X ^ n) * X := by ring
    rw [hV]
    generalize (C a * X ^ n : ℝ[X]) = W at h ⊢
    refine (h.congr_of_eventuallyEq (.of_forall fun s => ?_)).congr_deriv ?_
    · try dsimp only
      rw [← stdMean_linear]
      congr 1
      simp only [mul_comp, X_comp]
      ring
    · rw [← stdMean_linear, ← stdMean_linear, ← A]
      congr 1
      simp only [derivative_mul, derivative_X, mul_comp, X_comp, add_comp, mul_one]
      ring
```

Setting $R=1$ and using linearity gives

$$\frac{d}{dt}\langle V\rangle=\dot q\,\mu\big(V'(L)\big)+\dot w\,\mu\big(X\,V'(L)\big).$$

In the second term, integration by parts and the chain rule in $X$ yield

$$\mu\big(X\,V'(L)\big)=\mu\big(w\,V''(L)\big)=w\langle V''\rangle,$$

which is `hs` in the code. Therefore

$$\frac{d}{dt}\langle V\rangle=\langle V'\rangle\,\dot q+w\langle V''\rangle\,\dot w .$$

```lean
/-- Along a moving packet the mean potential changes at the rate `⟨V'⟩ q' + w ⟨V''⟩ w'`. -/
theorem hasDerivAt_gaussAvg (V : ℝ[X]) {q w : ℝ → ℝ} {q' w' t : ℝ} (hq : HasDerivAt q q' t)
    (hw : HasDerivAt w w' t) :
    HasDerivAt (fun s => gaussAvg V (q s) (w s))
      (gaussAvg (derivative V) (q t) (w t) * q' +
        w t * gaussAvg (derivative (derivative V)) (q t) (w t) * w') t := by
  have h := hasDerivAt_stdMean hq hw V 1
  simp only [mul_one] at h
  refine h.congr_deriv ?_
  have hs : stdMean (X * (derivative V).comp (C (q t) + C (w t) * X)) =
      w t * stdMean ((derivative (derivative V)).comp (C (q t) + C (w t) * X)) := by
    have h := stdMean_linear (w t) 0
      ((derivative (derivative V)).comp (C (q t) + C (w t) * X)) 0
    rw [mul_zero, add_zero, zero_mul, add_zero] at h
    rw [stdMean_X_mul, derivative_comp, ← h]
    congr 1
    simp
  unfold gaussAvg
  rw [← hs, mul_comm _ q', mul_comm _ w', ← stdMean_linear]
  congr 1
  ring
```

## Cancellation of the energy change

Differentiating the energy term by term gives

$$\dot E=\frac{p\dot p+u\dot u}{m}-\frac{\hbar^2\dot w}{4mw^3}+\langle V'\rangle\dot q+w\langle V''\rangle\dot w .$$

Write $F=\langle V'\rangle$ and $K=\langle V''\rangle$. Inserting the equations of motion,

$$\dot E=-\frac{pF}{m}+\frac{u\hbar^2}{4m^2w^3}-\frac{uwK}{m}-\frac{\hbar^2u}{4m^2w^3}+\frac{Fp}{m}+\frac{wKu}{m}=0 .$$

A function with zero derivative throughout an interval is constant there, so $E(t)=E(s)$ for any two times in $(a,b)$.

The Lean proof computes the three groups of terms as `h1`, `h2` and `h3`. It then replaces the two averages by the letters `F` and `K`, since the cancellation does not depend on their values, and leaves the algebra to `field_simp` and `ring`. This theorem assumes $m>0$, but neither $V\ge0$ nor $\hbar>0$.

For a simulation that integrates these equations with a fixed polynomial potential, it follows that any drift in $E$ comes from the numerical treatment and not from the equations themselves.

```lean
/-- The energy of a variational Gaussian packet is the same at any two times in `(a, b)`. -/
theorem energy_conserved {V : ℝ[X]} {m hbar a b : ℝ} {q p w u : ℝ → ℝ} (hm : 0 < m)
    (h : IsSolution V m hbar a b q p w u) {s t : ℝ} (hs : s ∈ Set.Ioo a b)
    (ht : t ∈ Set.Ioo a b) :
    energy V m hbar (q t) (p t) (w t) (u t) = energy V m hbar (q s) (p s) (w s) (u s) := by
  have key : ∀ r ∈ Set.Ioo a b,
      HasDerivAt (fun r => energy V m hbar (q r) (p r) (w r) (u r)) 0 r := by
    intro r hr
    have hw := h.width_pos r hr
    have sq : ∀ (f : ℝ → ℝ) (f' : ℝ), HasDerivAt f f' r →
        HasDerivAt (fun x => f x ^ 2) (2 * f r * f') r :=
      fun f f' hf => (hf.fun_pow 2).congr_deriv (by norm_num)
    have h1 := ((sq _ _ (h.momentum r hr)).fun_add
      (sq _ _ (h.width_momentum r hr))).div_const (2 * m)
    have h2 := (hasDerivAt_const r (hbar ^ 2)).fun_div
      ((sq _ _ (h.width r hr)).const_mul (8 * m)) (by positivity)
    have h3 := hasDerivAt_gaussAvg V (h.centre r hr) (h.width r hr)
    refine ((h1.fun_add h2).fun_add h3).congr_deriv ?_
    -- force terms cancel against the change of the mean potential
    generalize gaussAvg (derivative V) (q r) (w r) = F
    generalize gaussAvg (derivative (derivative V)) (q r) (w r) = K
    field_simp
    ring
  exact isOpen_Ioo.is_const_of_deriv_eq_zero isPreconnected_Ioo
    (fun x hx => (key x hx).differentiableAt.differentiableWithinAt)
    (fun x hx => (key x hx).deriv) ht hs
```

## The localisation term bounds the width

Multiplying the energy by $8m$ gives

$$8mE=\left(\frac{\hbar}{w}\right)^2+4(p^2+u^2)+8m\langle V\rangle .$$

If $V(x)\ge0$ for every real $x$, then $\langle V\rangle\ge0$, because the Gaussian weight is positive. All terms after the first are then nonnegative, so $8mE\ge(\hbar/w)^2>0$. Taking square roots and rearranging,

$$\frac{\hbar}{w}\le\sqrt{8mE},\qquad w\ge\frac{\hbar}{\sqrt{8mE}} .$$

The condition $V\ge0$ excludes potentials that are unbounded below, such as a cubic; for all others it restricts only the choice of the zero of energy. A polynomial potential that is bounded below can be brought to this form by adding a constant, which changes no force; $E$ is then measured on the shifted scale.

The final theorem reads as follows. Let $V$ be a polynomial that is nonnegative on the real line, let $m$ and $\hbar$ be positive, and let $q,p,w,u$ solve the equations on $(a,b)$. Choose a reference time $s$ in the interval. Then at every $t$ in the interval the energy equals its value at $s$, and $w(t)$ is at least $\hbar/\sqrt{8mE(s)}$. The bound is thus one number, computable from the data at a single time.

In the proof, `hA` is the nonnegativity of the mean potential, `hE` the identity for $8mE$, and `h1` the square-root inequality. The theorem's name, `gaussian_packet_never_collapses`, refers to the interval on which the solution is given.

```lean
/-- On the time interval `(a, b)` of the solution, a variational Gaussian packet in a nonnegative
polynomial potential conserves its energy, and its width never falls below `ħ / √(8 m E)`, with `E`
the energy at any reference time `s`. -/
theorem gaussian_packet_never_collapses {V : ℝ[X]} (hV : ∀ x, 0 ≤ V.eval x)
    {m hbar a b : ℝ} (hm : 0 < m) (hh : 0 < hbar) {q p w u : ℝ → ℝ}
    (h : IsSolution V m hbar a b q p w u) {s : ℝ} (hs : s ∈ Set.Ioo a b) :
    ∀ t ∈ Set.Ioo a b,
      energy V m hbar (q t) (p t) (w t) (u t) = energy V m hbar (q s) (p s) (w s) (u s) ∧
      hbar / Real.sqrt (8 * m * energy V m hbar (q s) (p s) (w s) (u s)) ≤ w t := by
  intro t ht
  have hc := energy_conserved hm h hs ht
  refine ⟨hc, ?_⟩
  rw [← hc]
  have hw := h.width_pos t ht
  have hA : 0 ≤ gaussAvg V (q t) (w t) := by
    unfold gaussAvg stdMean
    refine mul_nonneg (by positivity) (integral_nonneg (fun x => ?_))
    exact mul_nonneg (by rw [eval_comp]; exact hV _) (Real.exp_pos _).le
  -- separate the width term from the rest of `8 m E`
  have hE : 8 * m * energy V m hbar (q t) (p t) (w t) (u t) = (hbar / w t) ^ 2 +
      (4 * (p t ^ 2 + u t ^ 2) + 8 * m * gaussAvg V (q t) (w t)) := by
    unfold energy
    field_simp
    ring
  have hK : 0 < hbar / w t := by positivity
  have h1 : hbar / w t ≤ Real.sqrt (8 * m * energy V m hbar (q t) (p t) (w t) (u t)) :=
    (Real.le_sqrt' hK).mpr (by
      rw [hE]
      linarith [sq_nonneg (p t), sq_nonneg (u t), mul_nonneg hm.le hA])
  have h2 := hK.trans_le h1
  rw [div_le_iff₀ hw] at h1
  rw [div_le_iff₀ h2]
  linarith

end VariationalGaussian
```

```lean
#print axioms VariationalGaussian.gaussian_packet_never_collapses
-- 'VariationalGaussian.gaussian_packet_never_collapses' depends on axioms: [propext, Classical.choice, Quot.sound]
```

## A packet in a quartic well

Take $V(x)=x^4$ and $m=\hbar=1$, and start at $q=p=u=0$ with $w=\tfrac12$. For a centred packet $\langle x^4\rangle=3w^4$, so

$$E=\frac{1}{8\cdot\frac14}+\frac{3}{16}=\frac{11}{16},\qquad \frac{1}{\sqrt{8E}}=\frac{1}{\sqrt{5.5}}\approx0.426 .$$

Since $\langle V''\rangle=12w^2=3$, the initial width force is $\dot u=2-\tfrac32=\tfrac12$, and the packet begins to expand. By symmetry its centre stays at rest. The turning points of the width are where $u=0$, that is, where

$$\frac{1}{8w^2}+3w^4=\frac{11}{16}.$$

With $y=w^2$ this becomes $(4y-1)(12y^2+3y-2)=0$, whose positive roots are $y=\tfrac14$ and $y\approx0.302$. The width therefore oscillates between $0.500$ and about $0.550$, above the bound of $0.426$. The gap at the inner turning point is due to the mean potential energy, which the bound discards.
